# Coulomb potential of a spherical Bessel density cut off at a sphere

Take the density $\sin s/s$ for $s\le\pi$ and zero beyond. At radius $0<r\le\pi$, the charge further in acts as if it sat at the centre, and each shell further out adds its constant interior potential:

$$4\pi\Big(\frac1r\int_0^r s\sin s\,ds+\int_r^\pi \sin s\,ds\Big)=4\pi\Big(\frac{\sin r}{r}-\cos r+\cos r+1\Big)=4\pi\Big(\frac{\sin r}{r}+1\Big).$$

The two $\cos r$ terms cancel, leaving the density's own shape plus a constant. For $r\ge\pi$ only the first integral survives, stopped at $\pi$, and gives $4\pi^2/r$. At $r=\pi$ both expressions equal $4\pi$ and have slope $-4$.

In general, let $j_0(x)=\sin x/x$ with $j_0(0)=1$, which is Mathlib's `sinc`. The density `ballDensity q R` is $n(s)=j_0(qs)$ for $s\le R$ and zero beyond. For a radial density $n$ for which both integrals converge absolutely, `coulombPotential` is

$$V(r)=4\pi\Big(\frac1r\int_0^r s^2n(s)\,ds+\int_r^\infty s\,n(s)\,ds\Big),\qquad r>0,$$

in Gaussian or atomic units. This shell formula is taken as the definition; it is not derived from the three-dimensional Coulomb integral.

In LAPW mixed product bases, an interstitial plane wave is a full plane wave minus its parts inside the atomic spheres. About a sphere's centre, the $l=0$ component of such a part is $j_0(qs)$ up to a constant phase factor, so $V$ can serve in the Coulomb integrals of these bases. Here it is found for one isolated sphere, without higher $l$ or lattice sums.

```lean
import Mathlib

open Real MeasureTheory Set Filter Topology

namespace ConfinedBesselPotential

noncomputable section

/-- The spherical density `j₀(qs)` confined to the ball `s ≤ R`; `Real.sinc` is `j₀`,
with value `1` at the origin. -/
def ballDensity (q R s : ℝ) : ℝ := if s ≤ R then sinc (q * s) else 0

/-- The Coulomb potential at radius `r > 0` of a spherical density `n`: the charge within `r`
acts as if at the centre, and each outer shell contributes its constant interior potential. -/
def coulombPotential (n : ℝ → ℝ) (r : ℝ) : ℝ :=
  4 * π * ((1 / r) * (∫ s in (0 : ℝ)..r, s ^ 2 * n s) + ∫ s in Ioi r, s * n s)
```

## (a) One factor of s removes the denominator

Show that, for $q\ne0$ and every real $s$,
$$s\,j_0(qs)=\frac{\sin qs}{q}.$$

For $s\neq0$, cancel $s$ in $s\sin(qs)/(qs)$. For $s=0$ both sides vanish. The proof splits into the same two cases.

```lean
lemma mul_sinc {q : ℝ} (hq : q ≠ 0) (s : ℝ) : s * sinc (q * s) = sin (q * s) / q := by
  rcases eq_or_ne s 0 with rfl | hs
  · simp
  · rw [sinc_of_ne_zero (mul_ne_zero hq hs)]
    field_simp
```

## (b) The derivative of the scaled radius

Show that
$$\frac{d}{ds}(qs)=q.$$

This is the constant multiple of $ds/ds=1$. It supplies the inner derivative for the chain rule below.

```lean
lemma hasDerivAt_scale (q x : ℝ) : HasDerivAt (fun s : ℝ => q * s) q x := by
  simpa using (hasDerivAt_id x).const_mul q
```

## (c) The charge integral

Show that, for $q\neq0$,
$$\int_0^a s^2j_0(qs)\,ds=\frac{\sin qa-qa\cos qa}{q^3}.$$

By (a) the integrand is $s\sin(qs)/q$. Integration by parts gives
$$-\frac{a\cos qa}{q^2}+\frac1{q^2}\int_0^a\cos qs\,ds=-\frac{a\cos qa}{q^2}+\frac{\sin qa}{q^3}.$$
Lean runs this backwards: it differentiates the antiderivative $(\sin qs-qs\cos qs)/q^3$, recovers the integrand, and applies the fundamental theorem of calculus.

```lean
/-- For `q ≠ 0`, the integral of `s² j₀(qs)` from the centre to radius `a` is
`(sin qa - qa cos qa)/q³`. -/
theorem integral_sq_mul_sinc {q : ℝ} (hq : q ≠ 0) (a : ℝ) :
    ∫ s in (0 : ℝ)..a, s ^ 2 * sinc (q * s) =
      (sin (q * a) - q * a * cos (q * a)) / q ^ 3 := by
  have hf : (fun s : ℝ => s ^ 2 * sinc (q * s)) = fun s => s * sin (q * s) / q := by
    funext s
    rw [pow_two, mul_assoc, mul_sinc hq, mul_div_assoc]
  have hd : ∀ x ∈ uIcc 0 a, HasDerivAt
      (fun s : ℝ => (sin (q * s) - q * s * cos (q * s)) / q ^ 3) (x * sin (q * x) / q) x := by
    intro x _
    have h := hasDerivAt_scale q x
    refine ((h.sin.fun_sub (h.fun_mul h.cos)).div_const (q ^ 3)).congr_deriv ?_
    field_simp
    ring
  rw [hf, intervalIntegral.integral_eq_sub_of_hasDerivAt hd
    (Continuous.intervalIntegrable (by fun_prop) _ _)]
  simp
```

## (d) The shell integral

Show that, for $q\ne0$,
$$\int_a^b s\,j_0(qs)\,ds=\frac{\cos qa-\cos qb}{q^2}.$$

By (a) the integrand is $\sin(qs)/q$, with antiderivative $-\cos(qs)/q^2$. Subtract its values at the endpoints.

```lean
/-- For `q ≠ 0`, the integral of `s j₀(qs)` between radii `a` and `b` is
`(cos qa - cos qb)/q²`. -/
theorem integral_mul_sinc {q : ℝ} (hq : q ≠ 0) (a b : ℝ) :
    ∫ s in a..b, s * sinc (q * s) = (cos (q * a) - cos (q * b)) / q ^ 2 := by
  have hf : (fun s : ℝ => s * sinc (q * s)) = fun s => sin (q * s) / q :=
    funext (mul_sinc hq)
  have hd : ∀ x ∈ uIcc a b, HasDerivAt
      (fun s : ℝ => -cos (q * s) / q ^ 2) (sin (q * x) / q) x := by
    intro x _
    refine ((hasDerivAt_scale q x).cos.fun_neg.div_const (q ^ 2)).congr_deriv ?_
    field_simp
  rw [hf, intervalIntegral.integral_eq_sub_of_hasDerivAt hd
    (Continuous.intervalIntegrable (by fun_prop) _ _)]
  ring
```

## (e) The cutoff moves into the domain

Show that, for any weight $w$ and any set $S$ of radii,
$$\int_S w(s)\,n(s)\,ds=\int_{S\cap(-\infty,R]}w(s)\,j_0(qs)\,ds.$$

The density is $j_0(qs)$ times the indicator function of $s\le R$, and integrating against an indicator restricts the domain.

```lean
/-- Integrals weighted with the confined density only see the part of the region inside
the ball. -/
lemma setIntegral_ball (w : ℝ → ℝ) (S : Set ℝ) (q R : ℝ) :
    ∫ s in S, w s * ballDensity q R s = ∫ s in S ∩ Iic R, w s * sinc (q * s) := by
  rw [← setIntegral_indicator measurableSet_Iic]
  congr 1
  funext s
  by_cases h : s ≤ R <;> simp [ballDensity, Set.indicator, h]
```

## (f) Charge within a given radius

Let $m=\min(r,R)$. Show that, for $q\ne0$ and $r,R\ge0$,
$$\int_0^r s^2n(s)\,ds=\frac{\sin qm-qm\cos qm}{q^3}.$$

By (e) the domain becomes $(0,r]\cap(-\infty,R]=(0,m]$; then use (c) with $a=m$. The physical charge is $4\pi$ times this.

```lean
/-- For `q ≠ 0` and `r, R ≥ 0`, the integral of `s²` times the confined density from the centre to
radius `r` is `(sin qm - qm cos qm)/q³`, where `m` is the smaller of `r` and `R`. -/
theorem enclosed_charge {q r R : ℝ} (hq : q ≠ 0) (hr : 0 ≤ r) (hR : 0 ≤ R) :
    ∫ s in (0 : ℝ)..r, s ^ 2 * ballDensity q R s =
      (sin (q * min r R) - q * min r R * cos (q * min r R)) / q ^ 3 := by
  have hset : Ioc 0 r ∩ Iic R = Ioc 0 (min r R) := by
    ext s
    simp only [mem_inter_iff, mem_Ioc, mem_Iic, le_min_iff, and_assoc]
  rw [intervalIntegral.integral_of_le hr, setIntegral_ball (fun s => s ^ 2), hset,
    ← intervalIntegral.integral_of_le (le_min hr hR), integral_sq_mul_sinc hq]
```

## (g) The potential inside

Show that, for $q\neq0$ and $0<r\le R$,
$$V(r)=\frac{4\pi}{q^2}\big(j_0(qr)-\cos qR\big).$$

Here $m=r$, so the first term of $V/4\pi$ is
$$\frac{\sin qr-qr\cos qr}{q^3r}=\frac{j_0(qr)-\cos qr}{q^2}.$$
The outer shells end at $R$ and give $(\cos qr-\cos qR)/q^2$ by (d). Adding cancels $\cos qr$.

Both restrictions matter. For $q=0$ and $r=R=1$ the density is uniform and $V=4\pi/3$, while the right-hand side divides by zero, which Lean evaluates to $0$. For $q=1$, $R=\pi$ and $r=2\pi>R$, the right-hand side is $4\pi$, but the potential is $4\pi^2/(2\pi)=2\pi$.

```lean
/-- Inside the ball, `0 < r ≤ R`, and for `q ≠ 0`, the potential of the confined density is
`(4π/q²)(j₀(qr) - cos qR)`. -/
theorem potential_inside {q r R : ℝ} (hq : q ≠ 0) (hr : 0 < r) (hrR : r ≤ R) :
    coulombPotential (ballDensity q R) r =
      4 * π / q ^ 2 * (sinc (q * r) - cos (q * R)) := by
  unfold coulombPotential
  -- the outer shells end at the cutoff radius
  rw [enclosed_charge hq hr.le (hr.le.trans hrR), min_eq_left hrR,
    setIntegral_ball (fun s => s), Ioi_inter_Iic,
    ← intervalIntegral.integral_of_le hrR, integral_mul_sinc hq,
    sinc_of_ne_zero (mul_ne_zero hq hr.ne')]
  field_simp
  ring
```

## (h) The potential outside

Show that, for $q\ne0$ and $r\ge R>0$,
$$V(r)=\frac{4\pi(\sin qR-qR\cos qR)}{q^3r}.$$

Now $m=R$, and no charge lies beyond $r$: the domain $(r,\infty)\cap(-\infty,R]$ is empty. Only the charge term remains. Both (g) and (h) include $r=R$ and describe the same function $V$, so the values join there.

```lean
/-- Outside the ball, `r ≥ R > 0`, and for `q ≠ 0`, the potential of the confined density is
`4π(sin qR - qR cos qR)/(q³r)`. -/
theorem potential_outside {q r R : ℝ} (hq : q ≠ 0) (hR : 0 < R) (hRr : R ≤ r) :
    coulombPotential (ballDensity q R) r =
      4 * π * (sin (q * R) - q * R * cos (q * R)) / (q ^ 3 * r) := by
  have hr : 0 < r := hR.trans_le hRr
  unfold coulombPotential
  -- no charge lies beyond `r`
  rw [enclosed_charge hq hr.le hR.le, min_eq_right hRr,
    setIntegral_ball (fun s => s), Ioi_inter_Iic, Ioc_eq_empty_of_le hRr, setIntegral_empty]
  field_simp
  ring
```

## (i) The slope at the surface

Show that, for $q\ne0$ and $R>0$, $V$ is differentiable at $R$ with
$$V'(R)=-\frac{4\pi(\sin qR-qR\cos qR)}{q^3R^2}.$$

The inner branch has derivative
$$\frac{4\pi}{q^2}\,\frac{qr\cos qr-\sin qr}{qr^2},$$
which at $r=R$ is the stated value. The outer branch is a constant over $r$, and its derivative at $R$ is the same.

Lean obtains `hin` and `hout` for the two formulas, transfers them to $V$ on $(0,R]$ and $[R,\infty)$, and joins them with `h1.union h2`. The two intervals together cover a neighbourhood of $R$, so the result is a two-sided derivative.

```lean
/-- For `q ≠ 0` and `R > 0`, the potential is differentiable at the surface of the ball, and
its slope there is that of the outer branch, `-4π(sin qR - qR cos qR)/(q³R²)`. -/
theorem potential_slope_at_surface {q R : ℝ} (hq : q ≠ 0) (hR : 0 < R) :
    HasDerivAt (coulombPotential (ballDensity q R))
      (-(4 * π * (sin (q * R) - q * R * cos (q * R)) / (q ^ 3 * R ^ 2))) R := by
  have h := hasDerivAt_scale q R
  -- slope of the inner branch
  have hin : HasDerivAt (fun s => 4 * π / q ^ 2 * (sin (q * s) / (q * s) - cos (q * R)))
      (-(4 * π * (sin (q * R) - q * R * cos (q * R)) / (q ^ 3 * R ^ 2))) R := by
    refine (((h.sin.fun_div h (mul_ne_zero hq hR.ne')).sub_const
      (cos (q * R))).const_mul (4 * π / q ^ 2)).congr_deriv ?_
    field_simp
    ring
  -- slope of the outer branch
  have hout : HasDerivAt
      (fun s => 4 * π * (sin (q * R) - q * R * cos (q * R)) / (q ^ 3 * s))
      (-(4 * π * (sin (q * R) - q * R * cos (q * R)) / (q ^ 3 * R ^ 2))) R := by
    refine ((hasDerivAt_const R (4 * π * (sin (q * R) - q * R * cos (q * R)))).fun_div
      (hasDerivAt_scale (q ^ 3) R) (by positivity)).congr_deriv ?_
    field_simp
    ring
  have eqin : ∀ s ∈ Ioc 0 R, coulombPotential (ballDensity q R) s =
      4 * π / q ^ 2 * (sin (q * s) / (q * s) - cos (q * R)) := by
    intro s hs
    rw [potential_inside hq hs.1 hs.2, sinc_of_ne_zero (mul_ne_zero hq hs.1.ne')]
  have h1 := (hin.hasDerivWithinAt (s := Ioc 0 R)).congr eqin (eqin R ⟨hR, le_rfl⟩)
  have h2 := (hout.hasDerivWithinAt (s := Ici R)).congr
    (fun s hs => potential_outside hq hR hs) (potential_outside hq hR le_rfl)
  -- the two one-sided derivatives agree and cover a neighbourhood of the surface
  exact (h1.union h2).hasDerivAt (mem_of_superset (Ioi_mem_nhds hR)
    (fun s hs => (le_total s R).imp (fun h => ⟨hs, h⟩) id))
```

## (j) Poisson's equation inside

Show that, for $q\ne0$ and $0<r<R$,
$$(rV)''=-4\pi r\,j_0(qr).$$

From (g) and (a),
$$rV=\frac{4\pi}{q^2}\Big(\frac{\sin qr}{q}-r\cos qR\Big),\qquad (rV)'=\frac{4\pi}{q^2}(\cos qr-\cos qR).$$
Differentiating again gives $-4\pi\sin(qr)/q$, which is the claim by (a). The strict inequality $r<R$ provides a neighbourhood on which the inner formula holds, as `h` records.

```lean
/-- For `q ≠ 0` and `0 < r < R`, the potential `V` obeys the radial Poisson equation
`(rV)'' = -4πr j₀(qr)`. -/
theorem radial_poisson {q r R : ℝ} (hq : q ≠ 0) (hr : 0 < r) (hrR : r < R) :
    deriv (deriv (fun s => s * coulombPotential (ballDensity q R) s)) r =
      -(4 * π * (r * sinc (q * r))) := by
  have h : (fun s => s * coulombPotential (ballDensity q R) s) =ᶠ[𝓝 r]
      fun s => 4 * π / q ^ 2 * (sin (q * s) / q - cos (q * R) * s) := by
    filter_upwards [Ioo_mem_nhds hr hrR] with s hs
    rw [potential_inside hq hs.1 hs.2.le, ← mul_sinc hq]
    ring
  have h1 : deriv (fun s => 4 * π / q ^ 2 * (sin (q * s) / q - cos (q * R) * s)) =
      fun s => 4 * π / q ^ 2 * (cos (q * s) - cos (q * R)) := by
    funext s
    refine (((((hasDerivAt_scale q s).sin.div_const q).fun_sub
      (hasDerivAt_scale (cos (q * R)) s)).const_mul (4 * π / q ^ 2)).congr_deriv ?_).deriv
    field_simp
  rw [h.deriv.deriv_eq, h1, mul_sinc hq]
  refine ((((hasDerivAt_scale q r).cos.sub_const (cos (q * R))).const_mul
    (4 * π / q ^ 2)).congr_deriv ?_).deriv
  field_simp
```

## (k) When the outer potential vanishes

Show that, for $q\ne0$ and $R>0$,
$$V(r)=0\ \text{ for all } r\ge R\iff \sin qR=qR\cos qR.$$

In (h) the factors $4\pi$ and $q^3r$ are nonzero, so $V(r)=0$ exactly when the bracket vanishes. The forward direction needs only $r=R$. By (f), the condition says that the ball's total charge is zero.

```lean
/-- For `q ≠ 0` and `R > 0`, the potential vanishes everywhere outside the ball exactly when
`sin qR = qR cos qR`. -/
theorem outside_vanishes_iff {q R : ℝ} (hq : q ≠ 0) (hR : 0 < R) :
    (∀ r, R ≤ r → coulombPotential (ballDensity q R) r = 0) ↔
      sin (q * R) = q * R * cos (q * R) := by
  constructor
  · intro h
    have h0 := h R le_rfl
    rw [potential_outside hq hR le_rfl] at h0
    have h1 := (div_eq_zero_iff.mp h0).resolve_right (by positivity)
    exact sub_eq_zero.mp ((mul_eq_zero.mp h1).resolve_left (by positivity))
  · intro h r hr
    rw [potential_outside hq hR hr, h, sub_self, mul_zero, zero_div]

end

end ConfinedBesselPotential
```

```lean
#print axioms ConfinedBesselPotential.potential_outside
#print axioms ConfinedBesselPotential.potential_slope_at_surface
#print axioms ConfinedBesselPotential.radial_poisson
#print axioms ConfinedBesselPotential.outside_vanishes_iff
```

```
'ConfinedBesselPotential.potential_outside' depends on axioms: [propext, Classical.choice, Quot.sound]
'ConfinedBesselPotential.potential_slope_at_surface' depends on axioms: [propext, Classical.choice, Quot.sound]
'ConfinedBesselPotential.radial_poisson' depends on axioms: [propext, Classical.choice, Quot.sound]
'ConfinedBesselPotential.outside_vanishes_iff' depends on axioms: [propext, Classical.choice, Quot.sound]
```
